# A Seitz group with lattice ℤⁿ is symmorphic when two point subgroups of coprime index have symmorphic preimages

## Two partial origins that disagree

When I check a space group one part at a time, each part gives me a different origin, and I can't tell whether a single better origin would remove all the fractional translations left over. My case has point group 432, with 24 rotations. About one origin, every operation whose rotation lies in a subgroup 422 has an integer translation part. About another, the same holds for a threefold subgroup. Neither origin works for both. Must there be a third one that works for the whole group, or could the group still be non-symmorphic?

## Coprime indices force a common origin

There must be one. The subgroups have indices 3 and 8, which are coprime, and that is enough if coordinates refer to a primitive lattice basis. The common origin can be computed from your two.

Write an operation of the group $G$ as $g(x)=Rx+t$, and let the pure translations in $G$ be exactly those by $\mathbb Z^n$. Let $P$ be the point group, the set of all linear parts $R$. With the origin at $s$, the translation part of $g$ becomes
$$g(s)-s = Rs+t-s .$$

**Linear parts preserve the lattice.** If $T_v$ is the translation by $v\in\mathbb Z^n$, then $gT_vg^{-1}=T_{Rv}$. This is a pure translation in $G$, so $Rv\in\mathbb Z^n$.

**One subgroup removes a multiple of every translation.** Let $H\le P$ have finite index $m$, and let $A$ be its preimage, the operations of $G$ with linear part in $H$. Suppose that $a(s)-s\in\mathbb Z^n$ for all $a\in A$. The preimage also has index $m$ in $G$. Choose a representative $r_c$ of each coset $c$ of $A$ and set $x_c=r_c(s)$. For $g\in G$ we have $g r_c=r_{gc}\,a$ with some $a\in A$. Put $\ell=a(s)-s\in\mathbb Z^n$, and let $R_{gc}$ be the linear part of $r_{gc}$. Then
$$g(x_c)=r_{gc}(s+\ell)=x_{gc}+R_{gc}\,\ell ,$$
so $g(x_c)-x_{gc}$ is an integer vector. Sum over the $m$ cosets. Since $g$ permutes them, $\sum_c x_{gc}=\sum_c x_c=:u$, and
$$m\,t+Ru-u\in\mathbb Z^n\qquad\text{for every } g\in G .$$

**Two coprime indices remove the translation itself.** Let a second subgroup $K$ of index $k$ give the vector $w$ in the same way. Choose integers $\alpha,\beta$ with $\alpha m+\beta k=1$ and add the two relations with these weights. With $s'=\alpha u+\beta w$,
$$t+Rs'-s'=g(s')-s'\in\mathbb Z^n ,$$
so $s'$ is the common origin.

If both indices exceed 1 and $P$ is finite, its order is at least 6. A sixfold rotation in the plane shows this smallest case. Let $R(x,y)=(x-y,\,x)$, and let $G$ consist of the powers of $R$ combined with integer translations. The twofold subgroup (index 3) is integral about $(\tfrac12,0)$ and the threefold subgroup (index 2) about $(\tfrac13,\tfrac23)$, but neither point serves both. The sums over cosets are
$$u=(\tfrac12,0)+(\tfrac12,\tfrac12)+(0,\tfrac12)=(1,1),\qquad w=(\tfrac13,\tfrac23)+(-\tfrac13,-\tfrac23)=0 .$$
Since $3-2=1$, the common origin is $u-w=(1,1)$, a sixfold centre.

Without coprimality the conclusion can fail. In the plane group pg, generated by integer translations and the glide $g(x,y)=(x+\tfrac12,-y)$, take $H$ and $K$ both trivial. Each has index 2, and its preimage contains only lattice translations, which are integral about any origin. Yet the first component of $g(s)-s$ is $\tfrac12$ for every $s$. Two indices with greatest common divisor 2 are therefore not enough.

## What the theorems say about a crystal

`Space n` is $\mathbb R^n$ in lattice coordinates. A `Seitz n` operation is any invertible affine map; it need not preserve lengths, so crystallographic operations are a special case. `HasIntegerLattice G` says that the translations in $G$ are exactly $\mathbb Z^n$, which expresses the periodicity of the crystal in a primitive basis. Data in Cartesian coordinates or in a centred conventional cell must be converted to such a basis first; that conversion is the step left to the user.

`translationPart s g` is $g(s)-s$. `Symmorphic G` means that one $s$ makes all of these integer. When `HasIntegerLattice G` holds, this agrees with the textbook notion: each operation, followed by a suitable lattice translation of $G$, then fixes $s$. `SymmorphicOver G H` asks the same only of operations whose linear part lies in $H$.

The theorem `symmorphic_of_coprime` says that if $G$ has lattice $\mathbb Z^n$, and $H$ and $K$ have coprime indices and are each symmorphic in this sense, then $G$ is symmorphic. The point group may be infinite. Mathlib gives a subgroup of infinite index the index 0, which is coprime only to 1, so the other subgroup is then all of $P$.

Two companion theorems go further. In `symmorphic_of_primes`, it is enough to have, for each prime, some subgroup whose index that prime does not divide and whose preimage is symmorphic. For finite $P$, `symmorphic_iff_sylow` turns this into an equivalence: $G$ is symmorphic exactly when, for every prime, the preimage of some Sylow subgroup is. For 432 this leaves a subgroup of order 8 and one of order 3 to check, since at other primes the Sylow subgroup is trivial.

In structure-factor and plane-wave calculations, a density invariant under $g$ satisfies $F(R^{\mathsf T}h)=e^{-2\pi i\,h\cdot t}F(h)$ for integer $h$, where $F(h)=\int\rho(x)\,e^{2\pi i\,h\cdot x}\,dx$ over a cell; in a primitive basis, the common origin makes all these phases equal to 1.

```lean
import Mathlib

noncomputable section

namespace SymmorphicGluing

/-- Real space in lattice coordinates. -/
abbrev Space (n : ℕ) := Fin n → ℝ

/-- Seitz operations `x ↦ R x + t` with invertible linear part `R`. -/
abbrev Seitz (n : ℕ) := Space n ≃ᵃ[ℝ] Space n

variable {n : ℕ}

/-- The lattice `ℤⁿ` of vectors with integer coordinates. -/
def intLattice (n : ℕ) : AddSubgroup (Space n) where
  carrier := {v | ∀ i, ∃ z : ℤ, v i = z}
  zero_mem' := fun _ => ⟨0, by simp⟩
  add_mem' := by
    intro v w hv hw i
    obtain ⟨a, ha⟩ := hv i
    obtain ⟨b, hb⟩ := hw i
    exact ⟨a + b, by simp [ha, hb]⟩
  neg_mem' := by
    intro v hv i
    obtain ⟨a, ha⟩ := hv i
    exact ⟨-a, by simp [ha]⟩

/-- The pure translations in `G` are exactly those by vectors of `ℤⁿ`. -/
def HasIntegerLattice (G : Subgroup (Seitz n)) : Prop :=
  ∀ v, AffineEquiv.constVAdd ℝ (Space n) v ∈ G ↔ v ∈ intLattice n

/-- The point group: all linear parts of operations in `G`. -/
abbrev pointGroup (G : Subgroup (Seitz n)) : Subgroup (Space n ≃ₗ[ℝ] Space n) :=
  G.map AffineEquiv.linearHom

/-- The map sending an operation of `G` to its linear part in the point group. -/
def toPointGroup (G : Subgroup (Seitz n)) : G →* pointGroup G :=
  AffineEquiv.linearHom.subgroupMap G

/-- The translation part of `g` after the origin is moved to `s`. -/
def translationPart (s : Space n) (g : Seitz n) : Space n := g s - s

/-- Some origin makes all translation parts of `G` integer. -/
def Symmorphic (G : Subgroup (Seitz n)) : Prop :=
  ∃ s, ∀ g ∈ G, translationPart s g ∈ intLattice n

/-- Some origin makes the translation parts integer for all operations of `G`
whose linear part lies in the subgroup `H` of the point group. -/
def SymmorphicOver (G : Subgroup (Seitz n)) (H : Subgroup (pointGroup G)) : Prop :=
  ∃ s, ∀ g : G, toPointGroup G g ∈ H → translationPart s (g : Seitz n) ∈ intLattice n

/-- A Seitz operation acts as `x ↦ R x + t`, where `t` is the image of the origin. -/
theorem seitz_apply (g : Seitz n) (x : Space n) : g x = g.linear x + g 0 := by
  have h := g.map_vadd 0 x
  rw [vadd_eq_add, vadd_eq_add, add_zero] at h
  exact h

/-- If the translations of `G` are exactly `ℤⁿ`, every linear part maps `ℤⁿ` into itself. -/
theorem linear_mem {G : Subgroup (Seitz n)} (hG : HasIntegerLattice G) {g : Seitz n}
    (hg : g ∈ G) {v : Space n} (hv : v ∈ intLattice n) : g.linear v ∈ intLattice n := by
  -- conjugating the translation by `v` gives the translation by `R v`
  have key : AffineEquiv.constVAdd ℝ (Space n) (g.linear v) * g
      = g * AffineEquiv.constVAdd ℝ (Space n) v :=
    AffineEquiv.ext fun x => (g.map_vadd x v).symm
  apply (hG _).1
  rw [eq_mul_inv_of_mul_eq key]
  exact G.mul_mem (G.mul_mem hg ((hG v).2 hv)) (G.inv_mem hg)

/-- The integers `m` for which one vector `u` makes `m t + R u - u` integer
for all operations `x ↦ R x + t` of `G`. -/
def removableMultiples (G : Subgroup (Seitz n)) : AddSubgroup ℤ where
  carrier := {m | ∃ u : Space n, ∀ g ∈ G, m • g 0 + (g.linear u - u) ∈ intLattice n}
  zero_mem' := ⟨0, fun g _ => by simp [zero_mem]⟩
  add_mem' := by
    rintro m k ⟨u, hu⟩ ⟨w, hw⟩
    refine ⟨u + w, fun g hg => ?_⟩
    convert add_mem (hu g hg) (hw g hg) using 1
    rw [map_add, add_smul]
    abel
  neg_mem' := by
    rintro m ⟨u, hu⟩
    refine ⟨-u, fun g hg => ?_⟩
    convert neg_mem (hu g hg) using 1
    rw [map_neg, neg_smul]
    abel

/-- Let `G` have translation lattice `ℤⁿ`. If the preimage of `H` has integer translation parts
about some origin, then the translation parts of `G`, multiplied by the index of `H`,
become integer after adding `R u - u` for one vector `u`. -/
theorem index_removable {G : Subgroup (Seitz n)} (hG : HasIntegerLattice G)
    {H : Subgroup (pointGroup G)} (h : SymmorphicOver G H) :
    (H.index : ℤ) ∈ removableMultiples G := by
  obtain ⟨s, hs⟩ := h
  rcases eq_or_ne H.index 0 with h0 | h0
  · rw [h0]
    exact zero_mem _
  let A : Subgroup G := H.comap (toPointGroup G)
  have hA : A.index = H.index :=
    H.index_comap_of_surjective (AffineEquiv.linearHom.subgroupMap_surjective G)
  have : A.FiniteIndex := ⟨by rw [hA]; exact h0⟩
  let : Fintype (G ⧸ A) := Fintype.ofFinite _
  -- one image of `s` for each coset
  let p : G ⧸ A → Space n := fun c => ((Quotient.out c : G) : Seitz n) s
  refine ⟨∑ c, p c, fun g hg => ?_⟩
  let γ : G := ⟨g, hg⟩
  -- modulo the lattice, `g` permutes these images
  have step : ∀ c, g (p c) - p (γ • c) ∈ intLattice n := by
    intro c
    let q : G := Quotient.out c
    let r : G := Quotient.out (γ • c)
    have e : (r : G ⧸ A) = ((γ * q : G) : G ⧸ A) :=
      (QuotientGroup.out_eq' (γ • c)).trans
        (congrArg (fun d => γ • d) (QuotientGroup.out_eq' c).symm)
    have hl := linear_mem hG r.2 (hs (r⁻¹ * (γ * q)) (QuotientGroup.eq.1 e))
    have e3 : (r : Seitz n) (((r⁻¹ * (γ * q) : G) : Seitz n) s) = g ((q : Seitz n) s) :=
      congrArg (fun k : G => (k : Seitz n) s) (mul_inv_cancel_left r (γ * q))
    have e4 : g (p c) - p (γ • c)
        = (r : Seitz n).linear (translationPart s ((r⁻¹ * (γ * q) : G) : Seitz n)) := by
      change g ((q : Seitz n) s) - (r : Seitz n) s = _
      rw [← e3, translationPart, map_sub, seitz_apply (r : Seitz n) (_ : Space n),
        seitz_apply (r : Seitz n) s]
      abel
    rw [e4]
    exact hl
  have hsum : ∑ c, p (γ • c) = ∑ c, p c := Equiv.sum_comp (MulAction.toPerm γ) p
  have hcard : Fintype.card (G ⧸ A) = H.index := by
    rw [← hA, Subgroup.index, Nat.card_eq_fintype_card]
  have hg' : ∑ c, g (p c) = ∑ c, (g.linear (p c) + g 0) :=
    Finset.sum_congr rfl fun c _ => seitz_apply g _
  -- summing over the cosets produces the index as a factor
  convert sum_mem (fun c (_ : c ∈ Finset.univ) => step c) using 1
  rw [Finset.sum_sub_distrib, hsum, hg', Finset.sum_add_distrib, Finset.sum_const,
    Finset.card_univ, hcard, map_sum, natCast_zsmul]
  abel

/-- Let `G` have translation lattice `ℤⁿ`. If for each prime `p` some subgroup of the point group
with index not divisible by `p` has a symmorphic preimage, then `G` is symmorphic. -/
theorem symmorphic_of_primes {G : Subgroup (Seitz n)} (hG : HasIntegerLattice G)
    (h : ∀ p : ℕ, p.Prime → ∃ H : Subgroup (pointGroup G),
      ¬ p ∣ H.index ∧ SymmorphicOver G H) : Symmorphic G := by
  obtain ⟨d, hd⟩ := Int.subgroup_cyclic (removableMultiples G)
  -- the generator `d` has no prime factor
  have hd1 : d.natAbs = 1 := by
    by_contra hne
    obtain ⟨p, hp, hpd⟩ := Nat.exists_prime_and_dvd hne
    obtain ⟨H, hH, hs⟩ := h p hp
    have hm := index_removable hG hs
    rw [hd, AddSubgroup.mem_closure_singleton] at hm
    obtain ⟨k, hk⟩ := hm
    apply hH
    have h1 : (p : ℤ) ∣ (H.index : ℤ) := by
      rw [← hk, smul_eq_mul]
      exact Dvd.dvd.mul_left (Int.natCast_dvd.2 hpd) k
    exact_mod_cast h1
  have h1 : (1 : ℤ) ∈ removableMultiples G := by
    rw [hd, AddSubgroup.mem_closure_singleton]
    rcases Int.natAbs_eq d with h2 | h2
    · exact ⟨1, by rw [h2, hd1]; norm_num⟩
    · exact ⟨-1, by rw [h2, hd1]; norm_num⟩
  obtain ⟨u, hu⟩ := h1
  refine ⟨u, fun g hg => ?_⟩
  convert hu g hg using 1
  rw [translationPart, seitz_apply g u, one_smul]
  abel

/-- Let `G` have translation lattice `ℤⁿ`. If two subgroups of the point group with coprime
indices have preimages that are each symmorphic about some origin, then `G` is symmorphic. -/
theorem symmorphic_of_coprime {G : Subgroup (Seitz n)} (hG : HasIntegerLattice G)
    {H K : Subgroup (pointGroup G)} (hHK : Nat.Coprime H.index K.index)
    (hH : SymmorphicOver G H) (hK : SymmorphicOver G K) : Symmorphic G := by
  refine symmorphic_of_primes hG fun p hp => ?_
  -- a prime cannot divide both indices
  by_cases h : p ∣ H.index
  · exact ⟨K, fun h' => hp.one_lt.ne' (Nat.eq_one_of_dvd_coprimes hHK h h'), hK⟩
  · exact ⟨H, h, hH⟩

/-- A Seitz group with translation lattice `ℤⁿ` and finite point group is symmorphic
exactly when, for every prime, the preimage of some Sylow subgroup of the point group is. -/
theorem symmorphic_iff_sylow {G : Subgroup (Seitz n)} (hG : HasIntegerLattice G)
    [Finite (pointGroup G)] :
    Symmorphic G ↔ ∀ p : ℕ, p.Prime →
      ∃ S : Sylow p (pointGroup G), SymmorphicOver G (S : Subgroup (pointGroup G)) := by
  constructor
  · rintro ⟨s, hs⟩ p _
    exact ⟨default, s, fun g _ => hs g g.2⟩
  · intro h
    refine symmorphic_of_primes hG fun p hp => ?_
    have : Fact p.Prime := ⟨hp⟩
    obtain ⟨S, hS⟩ := h p hp
    exact ⟨S, S.not_dvd_index, hS⟩

end SymmorphicGluing
```

```lean
#print axioms SymmorphicGluing.symmorphic_of_coprime
#print axioms SymmorphicGluing.symmorphic_iff_sylow
```

```
'SymmorphicGluing.symmorphic_of_coprime' depends on axioms: [propext, Classical.choice, Quot.sound]
'SymmorphicGluing.symmorphic_iff_sylow' depends on axioms: [propext, Classical.choice, Quot.sound]
```

## From coset sums to a single origin in Lean

`seitz_apply` supplies the form $g(x)=Rx+t$, with $t$ written as `g 0`. `linear_mem` is the conjugation argument: its `key` states $T_{Rv}\,g=g\,T_v$.

`removableMultiples G` collects the integers $m$ for which some $u$ makes $m\,t+Ru-u$ integer for all operations. It is a subgroup of $\mathbb Z$, because such relations can be added and negated.

`index_removable` puts the index of $H$ into that subgroup. Index 0 is immediate. Otherwise `A` is the preimage of $H$, and `hA` identifies the two indices. The points $x_c$ above are called `p c` in this proof; in the later theorems `p` is a prime. For one coset, `q` and `r` are the representatives $r_c$ and $r_{gc}$, and the element $a$ is `r⁻¹ * (γ * q)`, where `γ` is $g$ regarded as an element of $G$. The fact `e` puts `r` and `γ * q` in the same coset, which places $a$ in `A`. Then `e4` identifies $g(x_c)-x_{gc}$ with $R_{gc}\,\ell$, and `linear_mem` makes it integer. This is `step`. In the final sum, `hsum` uses the permutation of cosets and `hcard` turns their number into the factor $m$.

The last part replaces the explicit weights $\alpha,\beta$ by an argument with primes. Every subgroup of $\mathbb Z$ consists of the multiples of one integer $d$. In `symmorphic_of_primes`, if $|d|\ne1$, some prime divides $d$, and hence divides every index in the subgroup. The hypothesis provides an index that this prime does not divide, a contradiction. So 1 belongs to the subgroup, and its vector $u$ is the required origin.

For `symmorphic_of_coprime`, a prime that divides the index of $H$ cannot divide that of $K$, so one of the two subgroups serves for each prime. For `symmorphic_iff_sylow`, a common origin works for every Sylow subgroup; conversely, the index of a Sylow $p$-subgroup is not divisible by $p$, so the prime criterion applies.
